# If the MP3 term is positive, the correlation energy through third order has a unique minimum under uniform gap scaling

For one excitation, let $K\neq 0$ be the real coupling to the reference and $D>0$ the gap. Let $W>0$ be the expectation value of the fluctuation potential in the excited state, less that in the reference. With $K$ and $W$ fixed, the correlation energy through third order is

$$f(D)=-\frac{K^2}{D}+\frac{K^2W}{D^2}.$$

Over all $D>0$ it has the unique global minimum $-K^2/(4W)$, at $D=2W$. It is positive for $D<W$ and tends to $+\infty$ as $D\to0^+$, whereas the MP2 energy $-K^2/D$ tends to $-\infty$.

The same behaviour holds for any finite set of excitations whose positive gaps are all multiplied by a common factor $t>0$ while the couplings and fluctuation elements stay fixed, provided that the third-order term is positive. Let $a<0$ be the MP2 energy and $b>0$ the third-order contribution at the original gaps, $t=1$. The energy through third order is then

$$E(t)=\frac{a}{t}+\frac{b}{t^2},$$

with its unique minimum $-a^2/(4b)$ at $t=-2b/a$.

## Denominator checks and small-gap diagnostics

A conventional MP2 or MP3 routine divides products of matrix elements by orbital-energy differences. With a canonical Hartree–Fock reference, multiplying all orbital energies passed to such a routine by $t$, with the two-electron integrals kept fixed, multiplies every gap by $t$. The second-order energy must then be multiplied by $1/t$ and the third-order contribution by $1/t^2$, up to rounding. An omitted or extra denominator factor throughout a nonzero contribution changes the power of $t$, and so breaks this scaling for $t\neq1$. A wrong gap used in place of the right one does not.

The ratio $r=b/|a|$ from a single calculation also locates that calculation on the curve $E(t)$. If $r>1/2$, the minimum lies at larger gaps than the present ones. If $r>1$, the correlation energy through third order is already positive. The exact ground-state energy cannot lie above the reference expectation value, so a positive result signals a failure of the truncated series and need not be a programming error.

For finite systems with fixed couplings and proportional gaps, the result shows that adding the third order can reverse the sign of the small-gap divergence but does not remove it. Along a real bond-breaking curve the couplings change as well, and the gaps need not shrink in proportion.

A convenient numerical case is $K=W=1$: $f(2)=-1/4$, $f(1)=0$ and $f(1/2)=2$, while MP2 at $D=1/2$ gives $-2$.

## From the sums over states to the minimum

Let $k$ and $l$ label the excitations. Write $v_k$ for the real coupling of excitation $k$ to the reference and $d_k>0$ for its gap. Let $M_{kl}$ be the matrix element of the fluctuation potential between excitations $k$ and $l$, with the reference expectation value subtracted on the diagonal. At the original gaps,

$$a=-\sum_k\frac{v_k^2}{d_k},\qquad b=\sum_{k,l}\frac{v_kM_{kl}v_l}{d_kd_l}.$$

Every term $v_k^2/d_k$ is nonnegative, and at least one is positive if some coupling is nonzero. Hence $a<0$.

Replacing each $d_k$ by $td_k$ puts one factor $t$ in each second-order denominator and two in each third-order denominator. The two contributions become $a/t$ and $b/t^2$, so

$$t^2E(t)=at+b.$$

**The minimum.** Multiply by $4b$ and add $a^2t^2$:

$$t^2\bigl(4bE(t)+a^2\bigr)=4abt+4b^2+a^2t^2=(at+2b)^2.$$

For $b>0$, division by $4bt^2$ gives

$$E(t)+\frac{a^2}{4b}=\frac{(at+2b)^2}{4bt^2}\geq0.$$

Equality holds only when $at+2b=0$, that is, at $t=-2b/a$. This value is positive because $a<0<b$.

**The sign.** Since $t^2>0$, the energy is positive exactly when $at+b>0$, which is the condition $t<b/(-a)$. For $b\leq0$ no positive $t$ satisfies it.

**The limits.** The MP2 energy $a/t$ tends to $-\infty$ as $t\to0^+$. For $b>0$, take $0<t<b/(1-a)$. Then $t(1-a)<b$, so $at+b>t$, and division by $t^2$ gives $E(t)>1/t$. The energy through third order therefore tends to $+\infty$. For $b\leq0$, on the other hand, $E(t)\leq a/t$, and it tends to $-\infty$.

**One excitation.** Choose unit gap, $v=K$ and $M=W$, so that the scaling factor $t$ is the gap $D$ in the chosen energy unit. Then $a=-K^2$ and $b=K^2W$, and

$$-\frac{2b}{a}=2W,\qquad -\frac{a^2}{4b}=-\frac{K^2}{4W},\qquad \frac{b}{-a}=W.$$

These are the position of the minimum, its depth and the gap at which the energy changes sign.

## The Lean file

```lean
import Mathlib

open Filter Topology

namespace ThirdOrderGapClosing

noncomputable section

variable {ι : Type*} [Fintype ι]

/-- The second-order (MP2) energy of excitations with real couplings `v` to the reference
and nonzero gaps `d`. -/
def mp2 (v d : ι → ℝ) : ℝ := -∑ k, v k ^ 2 / d k

/-- The third-order (MP3) contribution for nonzero gaps `d`; `M` holds the matrix elements of the
fluctuation potential between excitations, less its reference expectation value on the diagonal. -/
def mp3 (v d : ι → ℝ) (M : ι → ι → ℝ) : ℝ :=
  ∑ k, ∑ l, v k * M k l * v l / (d k * d l)

/-- The correlation energy through third order when all the nonzero gaps `d` are multiplied by a
common factor `t ≠ 0`. -/
def energy (v d : ι → ℝ) (M : ι → ι → ℝ) (t : ℝ) : ℝ :=
  mp2 v (fun k => t * d k) + mp3 v (fun k => t * d k) M

/-- Multiplying all gaps by `t ≠ 0` divides the MP2 energy by `t`. -/
theorem mp2_scaling (v d : ι → ℝ) {t : ℝ} (ht : t ≠ 0) :
    t * mp2 v (fun k => t * d k) = mp2 v d := by
  simp only [mp2, mul_neg, Finset.mul_sum]
  congr 1
  refine Finset.sum_congr rfl fun k _ => ?_
  rw [← mul_div_assoc, mul_div_mul_left _ _ ht]

/-- Multiplying all gaps by `t ≠ 0` divides the third-order contribution by `t ^ 2`. -/
theorem mp3_scaling (v d : ι → ℝ) (M : ι → ι → ℝ) {t : ℝ} (ht : t ≠ 0) :
    t ^ 2 * mp3 v (fun k => t * d k) M = mp3 v d M := by
  simp only [mp3, Finset.mul_sum]
  refine Finset.sum_congr rfl fun k _ => Finset.sum_congr rfl fun l _ => ?_
  have h : t * d k * (t * d l) = t ^ 2 * (d k * d l) := by ring
  rw [h, ← mul_div_assoc, mul_div_mul_left _ _ (pow_ne_zero 2 ht)]

/-- With positive gaps and at least one nonzero coupling, the MP2 energy is negative. -/
theorem mp2_neg {v d : ι → ℝ} (hd : ∀ k, 0 < d k) (hv : v ≠ 0) : mp2 v d < 0 := by
  obtain ⟨k, hk⟩ := Function.ne_iff.mp hv
  have hk' : v k ≠ 0 := by simpa using hk
  have hpos : 0 < v k ^ 2 := lt_of_le_of_ne (sq_nonneg _) (Ne.symm (pow_ne_zero 2 hk'))
  exact neg_lt_zero.mpr (Finset.sum_pos'
    (fun i _ => div_nonneg (sq_nonneg _) (hd i).le)
    ⟨k, Finset.mem_univ k, div_pos hpos (hd k)⟩)

/-- For positive gaps, a nonzero coupling and a positive third-order contribution, the energy
through third order has a unique global minimum over all positive gap scalings; its place and
depth are given by the MP2 and MP3 terms of the unscaled system. -/
theorem energy_minimum {v d : ι → ℝ} {M : ι → ι → ℝ} (hd : ∀ k, 0 < d k) (hv : v ≠ 0)
    (hM : 0 < mp3 v d M) :
    0 < -2 * mp3 v d M / mp2 v d ∧
    energy v d M (-2 * mp3 v d M / mp2 v d) = -(mp2 v d) ^ 2 / (4 * mp3 v d M) ∧
    ∀ t, 0 < t → t ≠ -2 * mp3 v d M / mp2 v d →
      -(mp2 v d) ^ 2 / (4 * mp3 v d M) < energy v d M t := by
  have ha := mp2_neg hd hv
  have h4 : 0 < 4 * mp3 v d M := by linarith
  -- completing the square in the gap scaling
  have key : ∀ t, 0 < t → t ^ 2 * (4 * mp3 v d M * energy v d M t + mp2 v d ^ 2)
      = (mp2 v d * t + 2 * mp3 v d M) ^ 2 := by
    intro t ht
    have h2 := mp2_scaling v d ht.ne'
    have h3 := mp3_scaling v d M ht.ne'
    unfold energy
    linear_combination 4 * mp3 v d M * (t * h2 + h3)
  have hs : 0 < -2 * mp3 v d M / mp2 v d := div_pos_of_neg_of_neg (by linarith) ha
  refine ⟨hs, ?_, ?_⟩
  · -- the square vanishes at the stationary scaling
    have h := key _ hs
    have h0 : mp2 v d * (-2 * mp3 v d M / mp2 v d) + 2 * mp3 v d M = 0 := by
      rw [mul_div_cancel₀ _ ha.ne]
      ring
    rw [h0, zero_pow two_ne_zero] at h
    have h1 := (mul_eq_zero.mp h).resolve_left (pow_ne_zero 2 hs.ne')
    rw [eq_div_iff h4.ne']
    linarith
  · -- and is strictly positive elsewhere
    intro t ht hne
    have h0 : mp2 v d * t + 2 * mp3 v d M ≠ 0 := by
      intro h
      apply hne
      rw [eq_div_iff ha.ne]
      linarith
    have h1 : 0 < (mp2 v d * t + 2 * mp3 v d M) ^ 2 :=
      lt_of_le_of_ne (sq_nonneg _) (Ne.symm (pow_ne_zero 2 h0))
    rw [← key t ht] at h1
    have h2 := pos_of_mul_pos_right h1 (sq_nonneg t)
    rw [div_lt_iff₀ h4]
    linarith

/-- For positive gaps and a nonzero coupling, the energy through third order is positive exactly
when the gap scaling `t > 0` lies below the ratio of the MP3 term to the magnitude of the MP2
energy, both taken for the unscaled system. -/
theorem energy_pos_iff {v d : ι → ℝ} (M : ι → ι → ℝ) (hd : ∀ k, 0 < d k) (hv : v ≠ 0)
    {t : ℝ} (ht : 0 < t) : 0 < energy v d M t ↔ t < mp3 v d M / (-mp2 v d) := by
  have ha := mp2_neg hd hv
  have h : t ^ 2 * energy v d M t = t * mp2 v d + mp3 v d M := by
    unfold energy
    linear_combination t * mp2_scaling v d ht.ne' + mp3_scaling v d M ht.ne'
  rw [lt_div_iff₀ (neg_pos.mpr ha)]
  constructor
  · intro hE
    have := mul_pos (pow_pos ht 2) hE
    linarith
  · intro hlt
    exact pos_of_mul_pos_right (by linarith : 0 < t ^ 2 * energy v d M t) (sq_nonneg t)

/-- For positive gaps and a nonzero coupling, the MP2 energy tends to minus infinity as all gaps
close in proportion. -/
theorem mp2_tendsto {v d : ι → ℝ} (hd : ∀ k, 0 < d k) (hv : v ≠ 0) :
    Tendsto (fun t : ℝ => mp2 v (fun k => t * d k)) (𝓝[>] 0) atBot := by
  refine Tendsto.congr' ?_ (tendsto_inv_nhdsGT_zero.const_mul_atTop_of_neg (mp2_neg hd hv))
  filter_upwards [self_mem_nhdsWithin] with t ht
  have ht' : 0 < t := ht
  have h := mp2_scaling v d ht'.ne'
  rw [← div_eq_mul_inv, div_eq_iff ht'.ne']
  linarith

/-- For positive gaps, a nonzero coupling and a positive third-order contribution, the energy
through third order tends to plus infinity as all gaps close in proportion. -/
theorem energy_tendsto_atTop {v d : ι → ℝ} {M : ι → ι → ℝ} (hd : ∀ k, 0 < d k) (hv : v ≠ 0)
    (hM : 0 < mp3 v d M) : Tendsto (energy v d M) (𝓝[>] 0) atTop := by
  have ha : 0 < 1 - mp2 v d := by linarith [mp2_neg hd hv]
  -- close to zero gap the energy exceeds `1 / t`
  refine tendsto_atTop_mono' _ ?_ tendsto_inv_nhdsGT_zero
  filter_upwards [Ioo_mem_nhdsGT (div_pos hM ha)] with t ht
  have h1 := (lt_div_iff₀ ha).mp ht.2
  have h : t * (t * energy v d M t) = t * mp2 v d + mp3 v d M := by
    unfold energy
    linear_combination t * mp2_scaling v d ht.1.ne' + mp3_scaling v d M ht.1.ne'
  have h2 : 1 ≤ t * energy v d M t :=
    le_of_mul_le_mul_left (by linarith : t * 1 ≤ t * (t * energy v d M t)) ht.1
  rw [← one_div, div_le_iff₀ ht.1]
  linarith

/-- If the third-order contribution is zero or negative, with positive gaps and a nonzero coupling,
the energy through third order tends to minus infinity as all gaps close in proportion. -/
theorem energy_tendsto_atBot {v d : ι → ℝ} {M : ι → ι → ℝ} (hd : ∀ k, 0 < d k) (hv : v ≠ 0)
    (hM : mp3 v d M ≤ 0) : Tendsto (energy v d M) (𝓝[>] 0) atBot := by
  refine tendsto_atBot_mono' _ ?_ (mp2_tendsto hd hv)
  filter_upwards [self_mem_nhdsWithin] with t ht
  have ht' : 0 < t := ht
  have h3 := mp3_scaling v d M ht'.ne'
  have h : mp3 v (fun k => t * d k) M ≤ 0 := by
    by_contra hc
    have := mul_pos (pow_pos ht' 2) (not_le.mp hc)
    linarith
  unfold energy
  linarith

/-- For one excitation with coupling `K`, gap `D ≠ 0` and fluctuation element `W`, the energy
through third order is `-K²/D + K²W/D²`. -/
theorem energy_single (K W D : ℝ) :
    energy (fun _ : Unit => K) (fun _ => 1) (fun _ _ => W) D
      = -K ^ 2 / D + K ^ 2 * W / D ^ 2 := by
  simp only [energy, mp2, mp3, Finset.univ_unique, Finset.sum_singleton, mul_one]
  ring

/-- For one excitation with `K ≠ 0` and `W > 0`, the energy through third order has its unique
minimum `-K²/(4W)` over positive gaps at `D = 2W`, is positive for `0 < D < W`, and tends to plus
infinity as the gap closes, while the MP2 energy tends to minus infinity. -/
theorem single_excitation {K W : ℝ} (hK : K ≠ 0) (hW : 0 < W) :
    -K ^ 2 / (2 * W) + K ^ 2 * W / (2 * W) ^ 2 = -K ^ 2 / (4 * W) ∧
    (∀ D, 0 < D → D ≠ 2 * W → -K ^ 2 / (4 * W) < -K ^ 2 / D + K ^ 2 * W / D ^ 2) ∧
    (∀ D, 0 < D → D < W → 0 < -K ^ 2 / D + K ^ 2 * W / D ^ 2) ∧
    Tendsto (fun D : ℝ => -K ^ 2 / D + K ^ 2 * W / D ^ 2) (𝓝[>] 0) atTop ∧
    Tendsto (fun D : ℝ => mp2 (fun _ : Unit => K) (fun _ => D)) (𝓝[>] 0) atBot := by
  have hv : (fun _ : Unit => K) ≠ 0 := fun h => hK (congrFun h ())
  have hd : ∀ _ : Unit, (0 : ℝ) < 1 := fun _ => one_pos
  have hK2 : 0 < K ^ 2 := lt_of_le_of_ne (sq_nonneg _) (Ne.symm (pow_ne_zero 2 hK))
  have h2 : mp2 (fun _ : Unit => K) (fun _ => 1) = -K ^ 2 := by
    simp only [mp2, Finset.univ_unique, Finset.sum_singleton, div_one]
  have h3 : mp3 (fun _ : Unit => K) (fun _ => 1) (fun _ _ => W) = K ^ 2 * W := by
    simp only [mp3, Finset.univ_unique, Finset.sum_singleton]
    ring
  have hM : 0 < mp3 (fun _ : Unit => K) (fun _ => 1) (fun _ _ => W) := by
    rw [h3]
    exact mul_pos hK2 hW
  -- the general minimum, expressed through `K` and `W`
  have hs : -2 * (K ^ 2 * W) / (-K ^ 2) = 2 * W := by
    rw [div_eq_iff (neg_ne_zero.mpr hK2.ne')]
    ring
  have he : -(-K ^ 2) ^ 2 / (4 * (K ^ 2 * W)) = -K ^ 2 / (4 * W) := by
    rw [div_eq_div_iff (by positivity) (by positivity)]
    ring
  obtain ⟨-, hmin, hlt⟩ := energy_minimum hd hv hM
  rw [h2, h3, hs, he, energy_single] at hmin
  rw [h2, h3, hs, he] at hlt
  refine ⟨hmin, ?_, ?_, ?_, ?_⟩
  · intro D hD hne
    rw [← energy_single]
    exact hlt D hD hne
  · intro D hD hDW
    rw [← energy_single, energy_pos_iff _ hd hv hD, h2, h3, neg_neg, lt_div_iff₀ hK2]
    nlinarith [mul_lt_mul_of_pos_right hDW hK2]
  · exact (energy_tendsto_atTop hd hv hM).congr fun D => energy_single K W D
  · simpa only [mul_one] using mp2_tendsto hd hv

end

end ThirdOrderGapClosing
```

```lean
#print axioms ThirdOrderGapClosing.energy_minimum
-- 'ThirdOrderGapClosing.energy_minimum' depends on axioms: [propext, Classical.choice, Quot.sound]
#print axioms ThirdOrderGapClosing.energy_tendsto_atBot
-- 'ThirdOrderGapClosing.energy_tendsto_atBot' depends on axioms: [propext, Classical.choice, Quot.sound]
#print axioms ThirdOrderGapClosing.single_excitation
-- 'ThirdOrderGapClosing.single_excitation' depends on axioms: [propext, Classical.choice, Quot.sound]
```

## What the definitions and theorems say

The finite type `ι` labels the excitations. The functions `v` and `d` hold the couplings and gaps, and `M` holds the fluctuation elements. `mp2 v d` and `mp3 v d M` are the two sums above, $a$ and $b$. `energy v d M t` evaluates both with every gap multiplied by `t` and adds them. It is a correlation energy, so the reference energy is not included. In Lean, `-K ^ 2` means $-(K^2)$.

The hypothesis `hd` makes every gap positive, and `hv : v ≠ 0` says that at least one coupling is nonzero. In `energy_minimum`, `hM` requires $b>0$. Physically, the fluctuation potential, less its reference expectation value and weighted by the first-order amplitudes $-v_k/d_k$, must give a net positive energy contribution. This condition is assumed and must be checked for the system at hand.

The conclusion of `energy_minimum` has three parts: the stationary scaling is positive, the energy there is $-a^2/(4b)$, and the energy at every other positive scaling is strictly higher. `energy_pos_iff` gives the exact range of positive energies without any condition on the sign of $b$.

The filter `𝓝[>] 0` means approach to zero from above, while `atTop` and `atBot` stand for $+\infty$ and $-\infty$. `energy_tendsto_atTop` and `energy_tendsto_atBot` treat $b>0$ and $b\leq0$ respectively. In the second case there is no minimum at all, since the energy is unbounded below.

`single_excitation` collects the statements about $f(D)$, with the one-element type `Unit` as the set of excitations.

## How the lemmas carry the calculation

`mp2_scaling` and `mp3_scaling` move the power of $t$ inside the sums and cancel it term by term. `mp2_neg` picks an excitation with nonzero coupling and uses `Finset.sum_pos'`, which makes a sum of nonnegative terms positive when one of them is positive.

Inside `energy_minimum`, the statement `key` is the completed square. Its `linear_combination` step adds $t$ times the second-order scaling identity to the third-order one and multiplies the result by $4b$. At $t=-2b/a$ the square vanishes, which gives the depth. At any other positive $t$ it is positive, which gives the strict inequality.

`energy_pos_iff` uses $t^2E(t)=at+b$ and the positivity of $t^2$. `mp2_tendsto` identifies the MP2 energy with a negative constant times $1/t$. The other two limits follow by comparison: `energy_tendsto_atTop` bounds the energy below by $1/t$ near zero, and `energy_tendsto_atBot` bounds it above by the MP2 energy.

`energy_single` rewrites the general sums as $f(D)$. `single_excitation` then evaluates $a$ and $b$ for the single excitation and substitutes them into the general theorems.

## Fixed couplings, real numbers and finite sums

The theorems guarantee the scaling laws, the minimum, the sign condition and the limits for every finite set of excitations that satisfies their hypotheses. They concern the formulas over the real numbers and say nothing about a particular program or its floating-point error. When $b>0$, the two contributions have opposite signs and nearly cancel around $t=b/|a|$, so the relative rounding error of their sum can be large there.

The sums over states are taken as definitions. The file does not derive them from a Hamiltonian, from antisymmetrised integrals or from a Hartree–Fock reference. `M` may be any real array, so a wrong matrix element passes through the scaling law unnoticed. The denominator check above therefore tests the powers of the gaps and leaves the numerators untested.

The couplings and `M` stay fixed while the gaps change. Different values of $t$ therefore belong to different model Hamiltonians, and the minimum over $t$ is not a variational estimate of the energy of any one of them. Nor do the theorems describe a single gap closing while others stay open, or a constant level shift added to unequal gaps, because neither change multiplies all gaps by the same factor.
